# The Wigner 3j symbol with j = 1/2, 1/2, 0 and m = 1/2, −1/2, 0 equals 1/√2

The Wigner 3j symbol describes how angular momenta couple to zero, and here two spins 1/2 with opposite projections are combined with a third angular momentum of zero. The theorem says that the symbol with upper row 1/2, 1/2, 0 and lower row 1/2, −1/2, 0 is √(1/2). The symbol is defined by Racah's formula, a square-root prefactor times an alternating sum, and is set to zero when the selection rules fail; all arguments are doubled so that they are integers. The attempt checks the selection rules, then tries to show that the sum is 1 and the prefactor √(1/2), and multiplies the two.

An attempt in Lean 4 with a fault in it:

```lean
import Mathlib

open Finset

namespace ThreeJHalfHalfZero

noncomputable section

/-- The factorial of an integer `n ≥ 0`, as a real number. -/
def fac (n : ℤ) : ℝ := (n.toNat.factorial : ℝ)

/-- The reciprocal factorial `1/n!`, equal to zero for negative `n`. -/
def invFact (n : ℤ) : ℝ := if 0 ≤ n then (fac n)⁻¹ else 0

/-- The selection rules for doubled angular momenta `a, b, c = 2j` and doubled projections
`α, β, γ = 2m`: zero total projection, triangle rule, ranges and parities. -/
def Admissible (a b c α β γ : ℤ) : Prop :=
  α + β + γ = 0 ∧ (c ≤ a + b ∧ a ≤ b + c ∧ b ≤ c + a) ∧
  (-a ≤ α ∧ α ≤ a) ∧ (-b ≤ β ∧ β ≤ b) ∧ (-c ≤ γ ∧ γ ≤ c) ∧
  2 ∣ a + b + c ∧ 2 ∣ a + α ∧ 2 ∣ b + β ∧ 2 ∣ c + γ

/-- The square-root prefactor of Racah's formula, for admissible doubled arguments: the triangle
coefficient times the factorials of all `j + m` and `j - m`. -/
def racahNorm (a b c α β γ : ℤ) : ℝ :=
  √(fac ((a + b - c) / 2) * fac ((b + c - a) / 2) * fac ((c + a - b) / 2)
      / fac ((a + b + c) / 2 + 1)
    * (fac ((a + α) / 2) * fac ((a - α) / 2) * fac ((b + β) / 2) * fac ((b - β) / 2)
      * fac ((c + γ) / 2) * fac ((c - γ) / 2)))

/-- The term with index `t` in Racah's sum, for admissible doubled arguments, with its phase
`(-1)^(j1-j2-m3+t)`. -/
def racahTerm (a b c α β γ t : ℤ) : ℝ :=
  (-1 : ℝ) ^ ((a - b - γ) / 2 + t) *
    (invFact t * invFact ((a + b - c) / 2 - t) * invFact ((a - α) / 2 - t)
      * invFact ((b + β) / 2 - t) * invFact ((c - b + α) / 2 + t)
      * invFact ((c - a - β) / 2 + t))

/-- Racah's alternating sum over `t = 0, ..., j1 + j2 - j3`, for admissible doubled arguments. -/
def racahSum (a b c α β γ : ℤ) : ℝ :=
  ∑ t ∈ Icc 0 ((a + b - c) / 2), racahTerm a b c α β γ t

open Classical in
/-- The Wigner 3j symbol by Racah's formula, with doubled arguments `a, b, c = 2j` in the upper
row and `α, β, γ = 2m` in the lower row; it is zero when the selection rules fail. -/
def threeJ (a b c α β γ : ℤ) : ℝ :=
  if Admissible a b c α β γ then racahNorm a b c α β γ * racahSum a b c α β γ else 0

/-- The 3j symbol with `j = 1/2, 1/2, 0` and `m = 1/2, -1/2, 0` equals `√(1/2)`. -/
theorem threeJ_half_half_zero : threeJ 1 1 0 1 (-1) 0 = √(1 / 2) := by
  have h : Admissible 1 1 0 1 (-1) 0 := by
    unfold Admissible
    omega
  have hS : racahSum 1 0 0 0 0 = 1 := by
    rw [racahSum, show Icc (0 : ℤ) 1 = {0, 1} by decide]
    simp [racahTerm, invFact, fac]
  have hN : racahNorm 1 1 0 1 (-1) 0 = √(1 / 2) := by
    norm_num [racahNorm, fac, Nat.factorial]
  rw [threeJ, if_pos h, hN]
  norm_num [hS]

end

end ThreeJHalfHalfZero
```

Messages:

```
Main.lean:54:8: error: Failed to rewrite using equation theorems for `racahSum`
Main.lean:56:51: error: unsolved goals
h : Admissible 1 1 0 1 (-1) 0
hS : racahSum 1 0 0 0 0 = 1
⊢ ↑(Int.toNat 2).factorial = 2
Main.lean:49:68: error: unsolved goals
h : Admissible 1 1 0 1 (-1) 0
hS : racahSum 1 0 0 0 0 = 1
hN : racahNorm 1 1 0 1 (-1) 0 = √(1 / 2)
⊢ racahSum 1 1 0 1 (-1) 0 = 1
```

Cause. `racahSum` takes six arguments, but `hS` gives it five. The statement still type-checks, as an equality of functions from `ℤ` to `ℝ` with `1` the constant function, but the defining equation of `racahSum` needs all six arguments, so `rw` fails. The third error has the same root: the last step still needs `racahSum 1 1 0 1 (-1) 0 = 1`, which the old `hS` doesn't supply. The repair states exactly this equation and writes the upper limit of the sum as `(1 + 1 - 0) / 2`, the form that unfolding produces.

The second error is separate. In `hN`, `norm_num` leaves the factorial of `Int.toNat 2` unevaluated. The `change` replaces it by the natural number 2, to which it is equal by computation, and `norm_num` then proves that its cast to the reals is 2.

The new last line, which rewrites with `hS` and `mul_one`, is mere tidying once `hS` is right. The messages don't show whether `simp` would have sufficed where `norm_num` now finishes `hS`.

Lean accepts the file once it reads:

```diff
@@ -51,11 +51,12 @@
     unfold Admissible
     omega
-  have hS : racahSum 1 0 0 0 0 = 1 := by
-    rw [racahSum, show Icc (0 : ℤ) 1 = {0, 1} by decide]
-    simp [racahTerm, invFact, fac]
+  have hS : racahSum 1 1 0 1 (-1) 0 = 1 := by
+    rw [racahSum, show Icc (0 : ℤ) ((1 + 1 - 0) / 2) = {0, 1} by decide]
+    norm_num [racahTerm, invFact, fac]
   have hN : racahNorm 1 1 0 1 (-1) 0 = √(1 / 2) := by
     norm_num [racahNorm, fac, Nat.factorial]
-  rw [threeJ, if_pos h, hN]
-  norm_num [hS]
+    change ((2 : ℕ) : ℝ) = 2
+    norm_num
+  rw [threeJ, if_pos h, hN, hS, mul_one]
 
 end
```
